# When \(\langle c,s\rangle\neq0\), the secant equation determines \(u\) in \(B+uc^{T}+cu^{T}\)

A geometry optimisation has just moved a molecule by a step \(s\), and the energy gradient has changed by \(y\). The program holds a model Hessian \(B\), whose prediction \(Bs\) generally differs from \(y\). On a quadratic energy surface the true Hessian maps \(s\) to \(y\) exactly; on a smooth anharmonic surface the Hessian averaged along the step does so. The corrected model is therefore required to satisfy the same secant equation.

Suppose the correction has the symmetric form \(uc^{T}+cu^{T}\), with the direction \(c\) already chosen. How much freedom is left in \(u\)?

Vectors are real functions on a finite index type `n`, for instance the \(3N\) Cartesian coordinates of \(N\) atoms. Matrices are real, and \(\langle a,b\rangle=\sum_i a_ib_i\), written `a ⬝ᵥ b`, is the unweighted dot product in those coordinates.

```lean
import Mathlib

open Matrix

namespace SymmetricRankTwoSecant

noncomputable section

variable {n : Type*} [Fintype n]
```

## The corrected Hessian and its candidate vector

The corrected model has elements \(B_{ij}+u_ic_j+c_iu_j\). In Lean, `vecMulVec u c` is the outer product \(uc^{T}\).

```lean
/-- The Hessian model `B` corrected by the symmetric term `u cᵀ + c uᵀ`. -/
def rankTwo (B : Matrix n n ℝ) (c u : n → ℝ) : Matrix n n ℝ :=
  B + vecMulVec u c + vecMulVec c u
```

Let \(r=y-Bs\) be the part of the gradient change that the old model misses. The candidate for \(u\) is

\[
u=\frac{r}{\langle c,s\rangle}-\frac{\langle r,s\rangle}{2\langle c,s\rangle^{2}}\,c .
\]

```lean
/-- The vector `r/⟨c,s⟩ - ⟨r,s⟩ c/(2⟨c,s⟩²)`, where `r = y - B s` is the secant residual. -/
def correction (B : Matrix n n ℝ) (c s y : n → ℝ) : n → ℝ :=
  (1 / (c ⬝ᵥ s)) • (y - B *ᵥ s) - (((y - B *ᵥ s) ⬝ᵥ s) / (2 * (c ⬝ᵥ s) ^ 2)) • c
```

Inserting this vector gives the updated Hessian, written \(B_+\) below.

```lean
/-- The updated Hessian built from `B`, the direction `c`, the step `s` and the
gradient change `y`. -/
def secantUpdate (B : Matrix n n ℝ) (c s y : n → ℝ) : Matrix n n ℝ :=
  rankTwo B c (correction B c s y)
```

Distances between Hessians will be measured by the squared Frobenius norm \(\|M\|_F^2=\sum_{ij}M_{ij}^2\).

```lean
/-- The squared Frobenius norm, the sum of the squares of all matrix elements. -/
def frobSq (M : Matrix n n ℝ) : ℝ := ∑ i, ∑ j, M i j ^ 2
```

## Solving the secant equation

Since \((ab^{T})x=\langle b,x\rangle a\), the corrected Hessian acts on any vector \(x\) as

\[
(B+uc^{T}+cu^{T})x=Bx+\langle c,x\rangle u+\langle u,x\rangle c .
\]

The local fact `h` is the outer-product rule, which is then applied to both terms.

```lean
/-- The corrected Hessian sends `x` to `B x + ⟨c,x⟩ u + ⟨u,x⟩ c`. -/
theorem rankTwo_mulVec (B : Matrix n n ℝ) (c u x : n → ℝ) :
    rankTwo B c u *ᵥ x = B *ᵥ x + (c ⬝ᵥ x) • u + (u ⬝ᵥ x) • c := by
  have h : ∀ a b : n → ℝ, vecMulVec a b *ᵥ x = (b ⬝ᵥ x) • a := by
    intro a b
    ext i
    simp only [Matrix.mulVec, dotProduct, Matrix.vecMulVec_apply, Pi.smul_apply,
      smul_eq_mul, Finset.sum_mul]
    exact Finset.sum_congr rfl fun j _ => by ring
  rw [rankTwo, Matrix.add_mulVec, Matrix.add_mulVec, h, h]
```

With \(x=s\), the secant equation becomes

\[
r=\langle c,s\rangle u+\langle u,s\rangle c .
\]

The unknown \(u\) also appears inside a dot product. Projecting on \(s\) gives \(\langle r,s\rangle=2\langle c,s\rangle\langle u,s\rangle\), hence \(\langle u,s\rangle=\langle r,s\rangle/(2\langle c,s\rangle)\). Substituting this and dividing by \(\langle c,s\rangle\) leaves exactly the candidate.

Conversely, the candidate has this same overlap with \(s\), so

\[
\langle c,s\rangle u+\langle u,s\rangle c
=r-\frac{\langle r,s\rangle}{2\langle c,s\rangle}c+\frac{\langle r,s\rangle}{2\langle c,s\rangle}c=r .
\]

The theorem is an equivalence for every \(y\) and \(u\): one direction gives uniqueness, the other existence. It does not need \(B\) to be symmetric. In the proof, `hrs` and `hus` are the two projections on \(s\), and `field_simp` with `ring` completes the algebra component by component.

```lean
/-- If `⟨c,s⟩ ≠ 0`, the corrected Hessian maps the step `s` to the gradient change `y`
exactly when `u` is the vector `correction B c s y`. -/
theorem secant_iff (B : Matrix n n ℝ) (c s y u : n → ℝ) (hcs : c ⬝ᵥ s ≠ 0) :
    rankTwo B c u *ᵥ s = y ↔ u = correction B c s y := by
  rw [rankTwo_mulVec]
  constructor
  · intro h
    have hr : y - B *ᵥ s = (c ⬝ᵥ s) • u + (u ⬝ᵥ s) • c := by
      rw [← h]
      abel
    -- projecting the residual on the step fixes the overlap of `u` with `s`
    have hrs : (y - B *ᵥ s) ⬝ᵥ s = 2 * (c ⬝ᵥ s) * (u ⬝ᵥ s) := by
      rw [hr, add_dotProduct, smul_dotProduct, smul_dotProduct]
      simp only [smul_eq_mul]
      ring
    unfold correction
    rw [hrs, hr]
    ext i
    simp only [Pi.sub_apply, Pi.add_apply, Pi.smul_apply, smul_eq_mul]
    field_simp
    ring
  · intro h
    unfold correction at h
    generalize hr : y - B *ᵥ s = r at h
    have hus : u ⬝ᵥ s = (r ⬝ᵥ s) / (2 * (c ⬝ᵥ s)) := by
      rw [h, sub_dotProduct, smul_dotProduct, smul_dotProduct]
      simp only [smul_eq_mul]
      field_simp
      ring
    have hy : y = B *ᵥ s + r := by
      rw [← hr]
      abel
    rw [hus, hy, h]
    ext i
    simp only [Pi.sub_apply, Pi.add_apply, Pi.smul_apply, smul_eq_mul]
    field_simp
    ring
```

In one dimension, with \(c\) and \(s\) nonzero numbers, the formula reduces to \(u=r/(2cs)\). The updated Hessian is \(B+2uc=y/s\), the finite-difference slope of the gradient, whatever \(c\) was.

If \(\langle c,s\rangle=0\), the secant equation reads \(Bs+\langle u,s\rangle c=y\). Replacing \(u\) by \(u+tc\) leaves \(\langle u,s\rangle\) unchanged, so any solution yields further solutions, and these are different when \(c\neq0\) and \(t\neq0\).

```lean
/-- If `⟨c,s⟩ = 0`, adding any multiple of `c` to a solution `u` of the secant equation
gives another solution. -/
theorem secant_shift_of_orthogonal (B : Matrix n n ℝ) (c s y u : n → ℝ) (t : ℝ)
    (hcs : c ⬝ᵥ s = 0) (hu : rankTwo B c u *ᵥ s = y) :
    rankTwo B c (u + t • c) *ᵥ s = y := by
  rw [rankTwo_mulVec, hcs, zero_smul] at hu
  rw [rankTwo_mulVec, add_dotProduct, smul_dotProduct, hcs, smul_zero, add_zero, zero_smul]
  exact hu
```

## What the update preserves

Exchanging \(i\) and \(j\) in \(u_ic_j+c_iu_j\) swaps the two terms, so a symmetric \(B\) gives a symmetric corrected Hessian.

```lean
omit [Fintype n] in
/-- A symmetric Hessian model stays symmetric under the correction. -/
theorem rankTwo_isSymm {B : Matrix n n ℝ} (hB : B.IsSymm) (c u : n → ℝ) :
    (rankTwo B c u).IsSymm := by
  refine Matrix.IsSymm.ext fun i j => ?_
  have h := hB.apply i j
  simp only [rankTwo, Matrix.add_apply, Matrix.vecMulVec_apply]
  linear_combination h
```

For directions \(z,w\) orthogonal to \(c\),

\[
z^{T}(B+uc^{T}+cu^{T})w=z^{T}Bw+\langle z,u\rangle\langle c,w\rangle+\langle z,c\rangle\langle u,w\rangle=z^{T}Bw .
\]

The correction thus leaves the curvatures and couplings within the subspace orthogonal to \(c\) as they were.

```lean
/-- Between two directions orthogonal to `c`, the corrected Hessian has the same
curvature as `B`. -/
theorem rankTwo_curvature (B : Matrix n n ℝ) (c u z w : n → ℝ)
    (hz : c ⬝ᵥ z = 0) (hw : c ⬝ᵥ w = 0) :
    z ⬝ᵥ (rankTwo B c u *ᵥ w) = z ⬝ᵥ (B *ᵥ w) := by
  rw [rankTwo_mulVec, hw, zero_smul, add_zero, dotProduct_add, dotProduct_smul,
    dotProduct_comm z c, hz, smul_zero, add_zero]
```

For symmetric \(B\) and \(\langle c,s\rangle\neq0\), these properties single out \(B_+\). Let \(X\) be a symmetric matrix with \(Xs=y\) and the same curvatures as \(B\) orthogonal to \(c\), and put \(D=X-B_+\). Then \(Ds=0\), by symmetry \(s^{T}D=0\), and \(z^{T}Dw=0\) whenever \(z,w\perp c\). Any vector splits as

\[
v=v'+\frac{\langle c,v\rangle}{\langle c,s\rangle}\,s,\qquad \langle c,v'\rangle=0 .
\]

The parts along \(s\) contribute nothing, so \(v^{T}Dx=v'^{T}Dx'=0\) for all \(v,x\), and \(D=0\).

In the proof, `hproj` is the splitting and `key` the vanishing of \(v^{T}Dx\); unit vectors then extract the matrix elements. The reverse implication collects the earlier results. No particular form of \(X\) is assumed: that \(X-B\) can be written as \(uc^{T}+cu^{T}\) follows from the conditions.

```lean
/-- For symmetric `B` and `⟨c,s⟩ ≠ 0`, the updated Hessian is the only symmetric matrix that
maps `s` to `y` and keeps the curvatures of `B` between directions orthogonal to `c`. -/
theorem eq_secantUpdate_iff {B : Matrix n n ℝ} (hB : B.IsSymm) (c s y : n → ℝ)
    (hcs : c ⬝ᵥ s ≠ 0) (X : Matrix n n ℝ) :
    (X.IsSymm ∧ X *ᵥ s = y ∧ ∀ z w : n → ℝ, c ⬝ᵥ z = 0 → c ⬝ᵥ w = 0 →
      z ⬝ᵥ (X *ᵥ w) = z ⬝ᵥ (B *ᵥ w)) ↔ X = secantUpdate B c s y := by
  classical
  have hU : secantUpdate B c s y *ᵥ s = y := (secant_iff B c s y _ hcs).2 rfl
  have hUs : (secantUpdate B c s y).IsSymm := rankTwo_isSymm hB c _
  constructor
  · rintro ⟨hXs, hX, hcurv⟩
    obtain ⟨D, hD⟩ : ∃ D, D = X - secantUpdate B c s y := ⟨_, rfl⟩
    have hDsym : D.IsSymm := by
      rw [hD]
      exact hXs.sub hUs
    have hDs : D *ᵥ s = 0 := by rw [hD, Matrix.sub_mulVec, hX, hU, sub_self]
    have hDz : ∀ z w : n → ℝ, c ⬝ᵥ z = 0 → c ⬝ᵥ w = 0 → z ⬝ᵥ (D *ᵥ w) = 0 := by
      intro z w hz hw
      rw [hD, Matrix.sub_mulVec, dotProduct_sub, hcurv z w hz hw, secantUpdate,
        rankTwo_curvature B c _ z w hz hw, sub_self]
    have hsD : ∀ x : n → ℝ, s ⬝ᵥ (D *ᵥ x) = 0 := by
      intro x
      rw [Matrix.dotProduct_mulVec, ← Matrix.mulVec_transpose, hDsym.eq, hDs,
        zero_dotProduct]
    -- removing a multiple of `s` makes any vector orthogonal to `c`
    have hproj : ∀ x : n → ℝ, c ⬝ᵥ (x - ((c ⬝ᵥ x) / (c ⬝ᵥ s)) • s) = 0 := by
      intro x
      rw [dotProduct_sub, dotProduct_smul, smul_eq_mul, div_mul_cancel₀ _ hcs, sub_self]
    have key : ∀ v x : n → ℝ, v ⬝ᵥ (D *ᵥ x) = 0 := by
      intro v x
      have h := hDz _ _ (hproj v) (hproj x)
      rw [Matrix.mulVec_sub, Matrix.mulVec_smul, hDs, smul_zero, sub_zero,
        sub_dotProduct, smul_dotProduct, hsD, smul_zero, sub_zero] at h
      exact h
    have hD0 : D = 0 := by
      ext i j
      have h := key (Pi.single i 1) (Pi.single j 1)
      simpa using h
    exact sub_eq_zero.1 (hD.symm.trans hD0)
  · rintro rfl
    exact ⟨hUs, hU, fun z w hz hw => rankTwo_curvature B c _ z w hz hw⟩
```

## Least change for \(c=s\)

The choice \(c=s\) gives the Powell-symmetric-Broyden (PSB) update. A nonzero step is now enough, because \(\langle s,s\rangle>0\). Let \(B\) and \(X\) be symmetric with \(Xs=y\), and again put \(D=X-B_+\), so that \(Ds=0\). The correction is \(B_+-B=us^{T}+su^{T}\), and its Frobenius product with \(D\) vanishes:

\[
\sum_{ij}D_{ij}(u_is_j+s_iu_j)=u^{T}Ds+s^{T}Du=0 .
\]

Expanding the square of \(X-B=(B_+-B)+D\) therefore gives

\[
\|X-B\|_F^2=\|B_+-B\|_F^2+\|X-B_+\|_F^2 .
\]

In Lean, `hsum` is the expansion with its cross term and `hcross` removes that term.

```lean
/-- For symmetric `B`, `s ≠ 0` and `c = s` (the Powell-symmetric-Broyden update), the squared
Frobenius distance from `B` to a symmetric secant matrix `X` is the sum of those from `B` to the
update and from the update to `X`. -/
theorem psb_pythagoras {B X : Matrix n n ℝ} (hB : B.IsSymm) (hX : X.IsSymm)
    (s y : n → ℝ) (hs : s ≠ 0) (hXs : X *ᵥ s = y) :
    frobSq (X - B) = frobSq (secantUpdate B s s y - B) + frobSq (X - secantUpdate B s s y) := by
  have hss : s ⬝ᵥ s ≠ 0 := fun h => hs (dotProduct_self_eq_zero.1 h)
  have hU : secantUpdate B s s y *ᵥ s = y := (secant_iff B s s y _ hss).2 rfl
  have hDsym : (X - secantUpdate B s s y).IsSymm := hX.sub (rankTwo_isSymm hB s _)
  have hDs : (X - secantUpdate B s s y) *ᵥ s = 0 := by
    rw [Matrix.sub_mulVec, hXs, hU, sub_self]
  -- the remaining difference is Frobenius-orthogonal to the correction
  have hcross : ∑ i, ∑ j, (X - secantUpdate B s s y) i j *
      (correction B s s y i * s j + s i * correction B s s y j) = 0 := by
    have h1 : correction B s s y ⬝ᵥ ((X - secantUpdate B s s y) *ᵥ s)
        + s ⬝ᵥ ((X - secantUpdate B s s y) *ᵥ correction B s s y) = 0 := by
      rw [Matrix.dotProduct_mulVec s, ← Matrix.mulVec_transpose, hDsym.eq, hDs,
        zero_dotProduct, dotProduct_zero, add_zero]
    rw [← h1]
    simp only [dotProduct, Matrix.mulVec, Finset.mul_sum, ← Finset.sum_add_distrib]
    exact Finset.sum_congr rfl fun i _ => Finset.sum_congr rfl fun j _ => by ring
  have hsum : frobSq (X - B) = frobSq (secantUpdate B s s y - B)
      + frobSq (X - secantUpdate B s s y)
      + 2 * ∑ i, ∑ j, (X - secantUpdate B s s y) i j *
        (correction B s s y i * s j + s i * correction B s s y j) := by
    simp only [frobSq, Finset.mul_sum, ← Finset.sum_add_distrib]
    refine Finset.sum_congr rfl fun i _ => Finset.sum_congr rfl fun j _ => ?_
    simp only [secantUpdate, rankTwo, Matrix.sub_apply, Matrix.add_apply,
      Matrix.vecMulVec_apply]
    ring
  rw [hsum, hcross, mul_zero, add_zero]
```

If \(X\neq B_+\), some element of \(X-B_+\) is nonzero, so the last term is positive. Among all symmetric matrices satisfying the secant equation, the PSB update is then strictly the closest to \(B\). The distance refers to the coordinates in use, and rescaling them unequally can change which matrix is closest.

```lean
/-- For symmetric `B` and `s ≠ 0`, the Powell-symmetric-Broyden update is strictly closer to `B` in
the Frobenius norm than any other symmetric matrix that maps `s` to `y`. -/
theorem psb_least_change {B X : Matrix n n ℝ} (hB : B.IsSymm) (hX : X.IsSymm)
    (s y : n → ℝ) (hs : s ≠ 0) (hXs : X *ᵥ s = y) (hne : X ≠ secantUpdate B s s y) :
    frobSq (secantUpdate B s s y - B) < frobSq (X - B) := by
  have hpos : 0 < frobSq (X - secantUpdate B s s y) := by
    obtain ⟨i, j, hij⟩ : ∃ i j, X i j ≠ secantUpdate B s s y i j := by
      by_contra! h
      exact hne (Matrix.ext h)
    refine Finset.sum_pos' (fun a _ => Finset.sum_nonneg fun b _ => sq_nonneg _)
      ⟨i, Finset.mem_univ i, Finset.sum_pos' (fun b _ => sq_nonneg _)
        ⟨j, Finset.mem_univ j, ?_⟩⟩
    rw [Matrix.sub_apply]
    exact pow_pos_of_ne hij
  rw [psb_pythagoras hB hX s y hs hXs]
  linarith
where
  pow_pos_of_ne {a b : ℝ} (h : a ≠ b) : 0 < (a - b) ^ 2 :=
    sq_pos_of_ne_zero (sub_ne_zero.2 h)

end

end SymmetricRankTwoSecant
```

## The update in an optimiser

After each step, a code using this update can form \(r=y-Bs\), the dot products \(\langle c,s\rangle\) and \(\langle r,s\rangle\), and then \(u\), and add the two outer products to \(B\). Taking \(c=s\) gives PSB, \(c=y\) gives the Davidon–Fletcher–Powell update, and \(c=r\) gives the symmetric rank-one update. For the last two, \(\langle c,s\rangle\) can be close to zero even for a sizeable step, so an implementation needs a safeguard such as skipping the update.

For optimisations on an electronic-structure energy surface, the result fixes how one gradient difference enters the model Hessian once \(c\) is chosen, in exact real arithmetic and without bounding the error of that model. Nor does it guarantee that \(B_+\) is positive definite; in a saddle-point search that takes its steps from the model Hessian, a negative curvature in the model can be useful.

```lean
#print axioms SymmetricRankTwoSecant.secant_shift_of_orthogonal
-- 'SymmetricRankTwoSecant.secant_shift_of_orthogonal' depends on axioms: [propext, Classical.choice, Quot.sound]
#print axioms SymmetricRankTwoSecant.eq_secantUpdate_iff
-- 'SymmetricRankTwoSecant.eq_secantUpdate_iff' depends on axioms: [propext, Classical.choice, Quot.sound]
#print axioms SymmetricRankTwoSecant.psb_least_change
-- 'SymmetricRankTwoSecant.psb_least_change' depends on axioms: [propext, Classical.choice, Quot.sound]
```
